# The Coulomb potential −Z/r integrated over space against a centred Gaussian exp(−pr²) gives −2πZ/p

The theorem `coulomb_element` evaluates the radial integral of 4πr² exp(−pr²)(−Z/r) over r > 0 as −2πZ/p, for any p > 0 and any real Z. In atomic units this is the potential energy of an electron in the field of a point charge Z, with the unnormalised Gaussian exp(−pr²) as its density; dividing by the Gaussian's own integral, (π/p)^(3/2), gives the normalised value −2Z√(p/π). The factor r² cancels the singularity at the origin and leaves a constant times r exp(−pr²). The proof finds the antiderivative −exp(−pr²)/(2p) of that function, takes its limits at zero and infinity, and then simplifies the result.

The failing Lean file:

```lean
import Mathlib

open MeasureTheory Filter Topology Set
open scoped Real

namespace GTHLongRangeElement

noncomputable section

private lemma hasDerivAt_gauss (p r : ℝ) :
    HasDerivAt (fun s : ℝ => Real.exp (-p * s ^ 2))
      (Real.exp (-p * r ^ 2) * (-p * (2 * r))) r := by
  have h : HasDerivAt (fun s : ℝ => -p * s ^ 2) (-p * (2 * r)) r := by
    simpa using (hasDerivAt_pow 2 r).const_mul (-p)
  exact h.exp

private lemma tendsto_gauss {p : ℝ} (hp : 0 < p) :
    Tendsto (fun r : ℝ => Real.exp (-p * r ^ 2)) atTop (𝓝 0) :=
  Real.tendsto_exp_atBot.comp
    ((tendsto_pow_atTop two_ne_zero).const_mul_atTop_of_neg (neg_lt_zero.2 hp))

/-- The radial matrix element of the bare Coulomb potential `-Z/r` with `exp(-p r²)`. -/
theorem coulomb_element {p : ℝ} (hp : 0 < p) (Z : ℝ) :
    ∫ r in Ioi (0 : ℝ), 4 * π * r ^ 2 * Real.exp (-p * r ^ 2) * (-Z / r)
      = -2 * π * Z / p := by
  have hd : ∀ r ∈ Ici (0 : ℝ), HasDerivAt
      (fun s => -1 / (2 * p) * Real.exp (-p * s ^ 2)) (r * Real.exp (-p * r ^ 2)) r := by
    intro r _
    refine ((hasDerivAt_gauss p r).const_mul (-1 / (2 * p))).congr_deriv ?_
    generalize Real.exp (-p * r ^ 2) = E
    field_simp
  have hpos : ∀ r ∈ Ioi (0 : ℝ), 0 ≤ r * Real.exp (-p * r ^ 2) := fun r hr =>
    mul_nonneg (le_of_lt hr) (Real.exp_pos _).le
  have hI := integral_Ioi_of_hasDerivAt_of_nonneg' hd hpos
    ((tendsto_gauss hp).const_mul (-1 / (2 * p)))
  have h : ∫ r in Ioi (0 : ℝ), 4 * π * r ^ 2 * Real.exp (-p * r ^ 2) * (-Z / r)
      = ∫ r in Ioi (0 : ℝ), (-4 * π * Z) * (r * Real.exp (-p * r ^ 2)) := by
    refine setIntegral_congr_fun measurableSet_Ioi fun r hr => ?_
    have hr0 : r ≠ 0 := (mem_Ioi.1 hr).ne'
    beta_reduce
    generalize Real.exp (-p * r ^ 2) = E
    field_simp <;> ring
  rw [h, integral_const_mul, hI, zero_pow two_ne_zero, mul_zero, Real.exp_zero]
  field_simp <;> ring

end

end GTHLongRangeElement
```

Lean reports:

```
Main.lean:43:65: error: Tactic `rewrite` failed: Did not find an occurrence of the pattern
  rexp 0
in the target expression
  -4 * π * Z * (0 - -1 / (2 * p) * rexp (-p * 0)) = -2 * π * Z / p

p : ℝ
hp : 0 < p
Z : ℝ
hd : ∀ r ∈ Ici 0, HasDerivAt (fun s => -1 / (2 * p) * rexp (-p * s ^ 2)) (r * rexp (-p * r ^ 2)) r
hpos : ∀ r ∈ Ioi 0, 0 ≤ r * rexp (-p * r ^ 2)
hI : ∫ (x : ℝ) in Ioi 0, x * rexp (-p * x ^ 2) = -1 / (2 * p) * 0 - -1 / (2 * p) * rexp (-p * 0 ^ 2)
h :
  ∫ (r : ℝ) in Ioi 0, 4 * π * r ^ 2 * rexp (-p * r ^ 2) * (-Z / r) =
    ∫ (r : ℝ) in Ioi 0, -4 * π * Z * (r * rexp (-p * r ^ 2))
⊢ -4 * π * Z * (0 - -1 / (2 * p) * rexp (-p * 0)) = -2 * π * Z / p
```

The message says that `rw` found no `rexp 0` to rewrite with `Real.exp_zero`. The goal still held `rexp (-p * 0)`, and `rw` looks for the pattern as written, without first simplifying the exponent.

The `mul_zero` just before was meant to clear that product, but the goal had two different products with zero. One was `-1 / (2 * p) * 0`, from the limit at infinity, and the other was `-p * 0`, in the exponent at the origin. A single `rw` step with `mul_zero` fixes its variable at the first match and rewrites only instances of that same product. It turned the first into `0` and left the second alone. The repair adds a second `mul_zero`, which turns the exponent into `0`, so that `Real.exp_zero` applies.

The other changes are tidying: `beta_reduce` and a `ring` are dropped from the proof of `h`, where Lean reported no error, and the closing `field_simp <;> ring` is split over two lines.

The repair, with which the file compiles:

```diff
@@ -38,9 +38,9 @@
     refine setIntegral_congr_fun measurableSet_Ioi fun r hr => ?_
     have hr0 : r ≠ 0 := (mem_Ioi.1 hr).ne'
-    beta_reduce
     generalize Real.exp (-p * r ^ 2) = E
-    field_simp <;> ring
-  rw [h, integral_const_mul, hI, zero_pow two_ne_zero, mul_zero, Real.exp_zero]
-  field_simp <;> ring
+    field_simp
+  rw [h, integral_const_mul, hI, zero_pow two_ne_zero, mul_zero, mul_zero, Real.exp_zero]
+  field_simp
+  ring
 
 end
```
